# The Landau-Zener cross section: reduction to one integral, its bound and its limits

To estimate a collision cross section from a curve crossing, one takes the transition probability for each impact parameter b and integrates it over all b that reach the crossing radius R. In the two-state model with straight trajectories and phase-averaged double passage, this step gives 4πR² times a function of one number, so that one function serves every energy and coupling within that model.

## The model and the claim

A particle on a straight line with speed v and impact parameter b < R crosses the sphere of radius R with radial speed v√(1 − b²/R²). The Landau-Zener exponent is inversely proportional to the radial speed. With g > 0 its value at b = 0, the probability of staying on the diabatic curve in one passage is

    P(b) = exp(−g/√(1 − b²/R²)).

For coupling matrix element V and difference ΔF of the diabatic slopes, g = 2πV²/(ħv|ΔF|). The crossing is passed on the way in and on the way out, and adding the probabilities of the two paths gives 2P(1 − P). Define

    σ = ∫₀^R 2P(b)(1 − P(b)) 2πb db,
    k_g(x) = (e^(−gx) − e^(−2gx))/x³,
    I(g) = ∫₁^∞ k_g(x) dx.

For g, R > 0 both integrals converge, and

    σ = 4πR² I(g),   0 ≤ I(g) ≤ 1/8,   σ ≤ πR²/2,
    I(g)/g → 1 as g → 0⁺,   g e^g I(g) → 1 as g → ∞.

## Derivation by hand

Put x(b) = (1 − b²/R²)^(−1/2), which maps (0, R) one-to-one onto (1, ∞), with inverse b = R√(1 − 1/x²). Its derivative is

    dx/db = (b/R²) x³,   so   b db = R² dx/x³.

Since P = e^(−gx), we have 2P(1 − P) = 2(e^(−gx) − e^(−2gx)), and

    σ = ∫₁^∞ 2(e^(−gx) − e^(−2gx)) · 2πR² dx/x³ = 4πR² I(g).

For x > 1 write p = e^(−gx), so 0 < p ≤ 1 and the numerator of k_g is p − p² ≥ 0. It has three upper bounds:

    p − p² = 1/4 − (p − 1/2)² ≤ 1/4,
    p − p² = (1 − p) − (1 − p)² ≤ 1 − p ≤ gx,
    p − p² ≤ p ≤ p x³.

The second uses e^(−gx) ≥ 1 − gx. Dividing by x³ gives k_g ≤ 1/(4x³), k_g ≤ g/x² and k_g ≤ e^(−gx). The last makes I(g) converge. The first gives I(g) ≤ (1/4)(1/2) = 1/8, because ∫₁^∞ dx/x³ = 1/2, and hence σ ≤ πR²/2.

For small g, the second bound says 0 ≤ k_g(x)/g ≤ 1/x², an integrable function independent of g. At fixed x the kernel vanishes at g = 0, so k_g(x)/g tends to its g-derivative there, (−x + 2x)/x³ = 1/x². Dominated convergence gives I(g)/g → ∫₁^∞ dx/x² = 1.

For large g, the third bound gives I(g) ≤ e^(−g)/g. For a lower bound, x ≤ e^(x−1) implies 1/x³ ≥ e^(−3(x−1)), and 1/x³ ≤ 1 handles the negative term:

    k_g(x) ≥ e³ e^(−(g+3)x) − e^(−2gx),
    I(g) ≥ e^(−g)/(g+3) − e^(−2g)/(2g).

Multiplying by g e^g,

    g/(g+3) − e^(−g)/2 ≤ g e^g I(g) ≤ 1,

and the left side tends to 1.

## Formal development

```lean
import Mathlib

open Real MeasureTheory Set Filter Topology

namespace LandauZenerCrossSection

noncomputable section
```

All quantities are real numbers. The exponential form of P, the straight-line factor and the neglect of interference between the two paths enter as definitions; no Schrödinger equation is solved, and g is a free parameter whose relation to V, v and ΔF plays no part in the file.

```lean
/-- Single-passage Landau-Zener probability at impact parameter `b`, for crossing radius `R`
and reduced coupling `g`. -/
def lzProb (g R b : ℝ) : ℝ := exp (-g / √(1 - b ^ 2 / R ^ 2))

/-- Transition probability `2P(1 - P)` after passing the crossing twice. -/
def doublePass (P : ℝ) : ℝ := 2 * P * (1 - P)
```

The cross section is an interval integral from 0 to R, so impact parameters beyond R contribute nothing by construction. At b = R Lean's division by zero makes `lzProb g R b` equal to 1; this is a single point and does not affect the integral.

```lean
/-- Cross section: the double-passage probability integrated over the disc `b < R`. -/
def crossSection (g R : ℝ) : ℝ := ∫ b in (0 : ℝ)..R, doublePass (lzProb g R b) * (2 * π * b)
```

The function `slowdown R b` is x(b), `lzKernel g x` is k_g(x), and `lzI g` is I(g), with `Ioi (1 : ℝ)` the half-line x > 1.

```lean
/-- The factor `x = 1/√(1 - b²/R²)` that multiplies `g` in the exponent. -/
def slowdown (R b : ℝ) : ℝ := (√(1 - b ^ 2 / R ^ 2))⁻¹

/-- The integrand `(e^{-gx} - e^{-2gx})/x³`. -/
def lzKernel (g x : ℝ) : ℝ := (exp (-g * x) - exp (-(2 * g) * x)) / x ^ 3

/-- The reduced cross section `I(g)`, the integral of the kernel over `x > 1`. -/
def lzI (g : ℝ) : ℝ := ∫ x in Ioi (1 : ℝ), lzKernel g x
```

Two elementary tails come first. In `inv_pow_tail` the exponent is n + 2 with n a natural number: n = 0 gives ∫₁^∞ dx/x² = 1 and n = 1 gives ∫₁^∞ dx/x³ = 1/2. The proof rewrites the integrand as a real power and uses Mathlib's `integral_Ioi_rpow_of_lt`.

```lean
/-- `1/x^(n+2)` is integrable on `x > 1` with integral `1/(n+1)`. -/
theorem inv_pow_tail (n : ℕ) : IntegrableOn (fun x : ℝ => 1 / x ^ (n + 2)) (Ioi 1) ∧
    ∫ x in Ioi (1 : ℝ), 1 / x ^ (n + 2) = 1 / ((n : ℝ) + 1) := by
  have hn : (0 : ℝ) ≤ n := Nat.cast_nonneg n
  have ha : -((n : ℝ) + 2) < -1 := by linarith
  have he : EqOn (fun x : ℝ => x ^ (-((n : ℝ) + 2))) (fun x : ℝ => 1 / x ^ (n + 2)) (Ioi 1) := by
    intro x hx
    have hx0 : (0 : ℝ) ≤ x := zero_le_one.trans (le_of_lt hx)
    have hc : (n : ℝ) + 2 = ((n + 2 : ℕ) : ℝ) := by push_cast; ring
    show x ^ (-((n : ℝ) + 2)) = 1 / x ^ (n + 2)
    rw [Real.rpow_neg hx0, hc, Real.rpow_natCast, one_div]
  refine ⟨(integrableOn_Ioi_rpow_of_lt ha one_pos).congr_fun he measurableSet_Ioi, ?_⟩
  rw [← setIntegral_congr_fun measurableSet_Ioi he, integral_Ioi_rpow_of_lt ha one_pos,
    Real.one_rpow, show -((n : ℝ) + 2) + 1 = -((n : ℝ) + 1) by ring, neg_div_neg_eq]

/-- For `a > 0` the integral of `e^{-ax}` over `x > 1` is `e^{-a}/a`. -/
theorem exp_tail {a : ℝ} (ha : 0 < a) : ∫ x in Ioi (1 : ℝ), exp (-a * x) = exp (-a) / a := by
  rw [integral_exp_mul_Ioi (neg_lt_zero.2 ha), mul_one, neg_div_neg_eq]
```

The lemma `kernel_bounds` collects positivity and the three upper bounds. Step `h2` writes e^(−2gx) as p², `div_le_iff₀` clears x³, and the three bullets are the three displayed lines: the square (p − 1/2)², the square (1 − p)² together with `he`, which is 1 − gx ≤ p, and the product of p with `h13`, which is 1 ≤ x³.

```lean
/-- For `g > 0`, `x > 1` the kernel is nonnegative and at most `1/(4x³)`, `g/x²`, `e^{-gx}`. -/
theorem kernel_bounds {g x : ℝ} (hg : 0 < g) (hx : 1 < x) :
    0 ≤ lzKernel g x ∧ lzKernel g x ≤ 1 / 4 * (1 / x ^ 3) ∧ lzKernel g x ≤ g * (1 / x ^ 2) ∧
      lzKernel g x ≤ exp (-g * x) := by
  have hx0 : 0 < x := by linarith
  have hx' := hx0.ne'
  have h3 : 0 < x ^ 3 := by positivity
  have h13 : 1 ≤ x ^ 3 := one_le_pow₀ hx.le
  have h2 : exp (-(2 * g) * x) = exp (-g * x) ^ 2 := by rw [sq, ← exp_add]; congr 1; ring
  have he0 := exp_pos (-g * x)
  have he1 : exp (-g * x) ≤ 1 := exp_le_one_iff.2 (by nlinarith [mul_pos hg hx0])
  have he := add_one_le_exp (-g * x)
  have q1 : 1 / 4 * (1 / x ^ 3) * x ^ 3 = 1 / 4 := by field_simp
  have q2 : g * (1 / x ^ 2) * x ^ 3 = g * x := by field_simp
  unfold lzKernel
  rw [h2, div_le_iff₀ h3, div_le_iff₀ h3, div_le_iff₀ h3, q1, q2]
  -- the numerator is `e - e²` with `0 < e ≤ 1`
  refine ⟨div_nonneg (by nlinarith) h3.le, ?_, ?_, ?_⟩
  · nlinarith [sq_nonneg (exp (-g * x) - 1 / 2)]
  · nlinarith [sq_nonneg (1 - exp (-g * x))]
  · nlinarith [mul_le_mul_of_nonneg_left h13 he0.le, sq_nonneg (exp (-g * x))]
```

Convergence of I(g) follows by comparison with e^(−gx).

```lean
/-- For `g > 0` the kernel is integrable on `x > 1`. -/
theorem kernel_integrable {g : ℝ} (hg : 0 < g) : IntegrableOn (lzKernel g) (Ioi 1) := by
  have hm : Measurable (lzKernel g) := by unfold lzKernel; fun_prop
  refine Integrable.mono' (exp_neg_integrableOn_Ioi 1 hg) hm.aestronglyMeasurable ?_
  refine (ae_restrict_iff' measurableSet_Ioi).2 (ae_of_all _ fun x hx => ?_)
  rw [Real.norm_of_nonneg (kernel_bounds hg hx).1]
  exact (kernel_bounds hg hx).2.2.2
```

The theorem `crossSection_eq` reads: for g, R > 0 the function b ↦ 2P(1 − P)·2πb is integrable on the open interval `Ioo 0 R`, and σ = 4πR² I(g). The proof supplies what a change of variables needs. Step `hd` is the derivative (b/R²)x³, by the chain rule through the square root and the inverse. Step `hinj` is injectivity, and `himg` shows that the image is exactly x > 1, using the preimage R√(1 − 1/x²). Step `hpt` is the pointwise identity

    2P(1 − P)·2πb = 4πR² |dx/db| k_g(x(b)).

Then `key` transforms the integral, while `hint` carries integrability from the x side back to the b side.

```lean
/-- For `g, R > 0` the impact-parameter integrand is integrable on `(0, R)` and the cross
section equals `4πR² I(g)`. -/
theorem crossSection_eq {g R : ℝ} (hg : 0 < g) (hR : 0 < R) :
    IntegrableOn (fun b => doublePass (lzProb g R b) * (2 * π * b)) (Ioo 0 R) ∧
      crossSection g R = 4 * π * R ^ 2 * lzI g := by
  have hR' := hR.ne'
  have hu : ∀ b ∈ Ioo 0 R, 0 < 1 - b ^ 2 / R ^ 2 := by
    intro b hb
    rw [sub_pos, div_lt_one (pow_pos hR 2)]
    nlinarith [mul_pos (sub_pos.2 hb.2) (add_pos hR hb.1)]
  -- dx/db = b x³ / R²
  have hd : ∀ b ∈ Ioo 0 R,
      HasDerivWithinAt (slowdown R) (b / R ^ 2 * slowdown R b ^ 3) (Ioo 0 R) b := by
    intro b hb
    have hs := Real.sqrt_pos.2 (hu b hb)
    have h1 : HasDerivAt (fun b : ℝ => 1 - b ^ 2 / R ^ 2) (-(2 * b / R ^ 2)) b :=
      (((hasDerivAt_pow 2 b).div_const (R ^ 2)).const_sub 1).congr_deriv (by norm_num)
    have key : ∀ s : ℝ, s ≠ 0 →
        -(-(2 * b / R ^ 2) / (2 * s)) / s ^ 2 = b / R ^ 2 * s⁻¹ ^ 3 := by
      intro s hs
      field_simp
    have h2 := (h1.sqrt (hu b hb).ne').inv hs.ne'
    exact (h2.congr_deriv (key _ hs.ne')).hasDerivWithinAt
  have hinj : InjOn (slowdown R) (Ioo 0 R) := by
    intro a ha b hb h
    have h2 := (Real.sqrt_inj (hu a ha).le (hu b hb).le).1 (inv_injective h)
    have h3 : a ^ 2 / R ^ 2 = b ^ 2 / R ^ 2 := by linarith
    exact (sq_eq_sq₀ ha.1.le hb.1.le).1 ((div_left_inj' (pow_ne_zero 2 hR')).1 h3)
  have himg : slowdown R '' Ioo 0 R = Ioi 1 := by
    ext x
    constructor
    · rintro ⟨b, hb, rfl⟩
      have h0 := div_pos (pow_pos hb.1 2) (pow_pos hR 2)
      exact (one_lt_inv₀ (Real.sqrt_pos.2 (hu b hb))).2
        ((Real.sqrt_lt' one_pos).2 (by linarith))
    · intro hx
      have hi : 0 < x⁻¹ := inv_pos.2 (one_pos.trans hx)
      have hi1 : x⁻¹ < 1 := inv_lt_one_of_one_lt₀ hx
      have hv : 0 < 1 - x⁻¹ ^ 2 := by nlinarith
      have hw : √(1 - x⁻¹ ^ 2) < 1 := (Real.sqrt_lt' one_pos).2 (by nlinarith [pow_pos hi 2])
      refine ⟨R * √(1 - x⁻¹ ^ 2),
        ⟨mul_pos hR (Real.sqrt_pos.2 hv), mul_lt_of_lt_one_right hR hw⟩, ?_⟩
      have : 1 - (R * √(1 - x⁻¹ ^ 2)) ^ 2 / R ^ 2 = x⁻¹ ^ 2 := by
        rw [mul_pow, Real.sq_sqrt hv.le, mul_div_cancel_left₀ _ (pow_ne_zero 2 hR')]; ring
      unfold slowdown
      rw [this, Real.sqrt_sq hi.le, inv_inv]
  have hpt : ∀ b ∈ Ioo 0 R, doublePass (lzProb g R b) * (2 * π * b) =
      4 * π * R ^ 2 * (|b / R ^ 2 * slowdown R b ^ 3| • lzKernel g (slowdown R b)) := by
    intro b hb
    have hx : 0 < slowdown R b := inv_pos.2 (Real.sqrt_pos.2 (hu b hb))
    have hx' := hx.ne'
    have hj := mul_pos (div_pos hb.1 (pow_pos hR 2)) (pow_pos hx 3)
    have hP : lzProb g R b = exp (-g * slowdown R b) := congrArg exp (div_eq_mul_inv _ _)
    have h2 : exp (-(2 * g) * slowdown R b) = exp (-g * slowdown R b) ^ 2 := by
      rw [sq, ← exp_add]; congr 1; ring
    rw [abs_of_pos hj, smul_eq_mul, hP]
    unfold doublePass lzKernel
    rw [h2]
    generalize exp (-g * slowdown R b) = e
    field_simp
    ring
  -- change of variables b ↦ x
  have key := integral_image_eq_integral_abs_deriv_smul measurableSet_Ioo hd hinj (lzKernel g)
  have hint := integrableOn_image_iff_integrableOn_abs_deriv_smul measurableSet_Ioo hd hinj
    (lzKernel g)
  rw [himg] at key hint
  refine ⟨IntegrableOn.congr_fun ((hint.1 (kernel_integrable hg)).const_mul (4 * π * R ^ 2))
    (fun b hb => (hpt b hb).symm) measurableSet_Ioo, ?_⟩
  unfold crossSection lzI
  rw [intervalIntegral.integral_of_le hR.le, integral_Ioc_eq_integral_Ioo, key,
    ← MeasureTheory.integral_const_mul]
  exact setIntegral_congr_fun measurableSet_Ioo hpt
```

The bound 1/8 integrates k_g ≤ 1/(4x³) with `setIntegral_mono_on` and the n = 1 tail. It is an upper bound only: the theorems neither locate the maximum of I nor give its value.

```lean
/-- For `g > 0` the reduced cross section lies between `0` and `1/8`. -/
theorem lzI_bounds {g : ℝ} (hg : 0 < g) : 0 ≤ lzI g ∧ lzI g ≤ 1 / 8 := by
  refine ⟨setIntegral_nonneg measurableSet_Ioi fun x hx => (kernel_bounds hg hx).1, ?_⟩
  have h : lzI g ≤ ∫ x in Ioi (1 : ℝ), 1 / 4 * (1 / x ^ (1 + 2)) :=
    setIntegral_mono_on (kernel_integrable hg) ((inv_pow_tail 1).1.const_mul _)
      measurableSet_Ioi fun x hx => (kernel_bounds hg hx).2.1
  rw [MeasureTheory.integral_const_mul, (inv_pow_tail 1).2] at h
  exact h.trans (by norm_num)
```

Multiplying by 4πR² gives half the area of the disc b < R.

```lean
/-- For `g, R > 0` the cross section is at most `πR²/2`. -/
theorem crossSection_le {g R : ℝ} (hg : 0 < g) (hR : 0 < R) :
    crossSection g R ≤ π * R ^ 2 / 2 := by
  rw [(crossSection_eq hg hR).2]
  nlinarith [mul_le_mul_of_nonneg_left (lzI_bounds hg).2 (mul_pos pi_pos (pow_pos hR 2)).le]
```

In `lzI_small` the filter `𝓝[>] 0` expresses g → 0 through positive values. Step `hi` records that the dominating function 1/x² is integrable, and the three bullets are the other hypotheses of dominated convergence: measurability, the bound 1/x² valid for g > 0, and the pointwise limit. For the last, `hd` differentiates the kernel in g at 0, `k0` records k₀(x) = 0, and `tendsto_slope_zero_right` turns the derivative into the limit of k_g(x)/g. Since g is proportional to V²/v, this is the regime of weak coupling or fast collisions, and σ is asymptotic to 4πR² g.

```lean
/-- Weak coupling: `I(g)/g` tends to `1` as `g` tends to `0` from above. -/
theorem lzI_small : Tendsto (fun g => lzI g / g) (𝓝[>] 0) (𝓝 1) := by
  have ht : ∫ x in Ioi (1 : ℝ), 1 / x ^ 2 = 1 := (inv_pow_tail 0).2.trans (by norm_num)
  have h : Tendsto (fun g : ℝ => ∫ x in Ioi (1 : ℝ), lzKernel g x / g) (𝓝[>] 0)
      (𝓝 (∫ x in Ioi (1 : ℝ), 1 / x ^ 2)) := by
    have hi : IntegrableOn (fun x : ℝ => 1 / x ^ (2 : ℕ)) (Ioi 1) := by
      simpa only [zero_add] using (inv_pow_tail 0).1
    refine tendsto_integral_filter_of_dominated_convergence (fun x : ℝ => 1 / x ^ (2 : ℕ)) ?_ ?_
      (by exact hi) ?_
    · refine Eventually.of_forall fun g => Measurable.aestronglyMeasurable ?_
      unfold lzKernel
      fun_prop
    · filter_upwards [self_mem_nhdsWithin] with g hg
      have hg' : 0 < g := hg
      refine (ae_restrict_iff' measurableSet_Ioi).2 (ae_of_all _ fun x hx => ?_)
      obtain ⟨h0, -, h2, -⟩ := kernel_bounds hg' hx
      show ‖lzKernel g x / g‖ ≤ 1 / x ^ 2
      rw [Real.norm_of_nonneg (div_nonneg h0 hg'.le), div_le_iff₀ hg', mul_comm]
      exact h2
    · refine (ae_restrict_iff' measurableSet_Ioi).2 (ae_of_all _ fun x hx => ?_)
      have hx' : x ≠ 0 := (one_pos.trans hx).ne'
      -- the pointwise limit is the `g`-derivative of the kernel at `0`
      have e1 : HasDerivAt (fun g : ℝ => -g * x) (-x) 0 :=
        ((hasDerivAt_neg (0 : ℝ)).mul_const x).congr_deriv (by ring)
      have e2 : HasDerivAt (fun g : ℝ => -(2 * g) * x) (-(2 * x)) 0 :=
        (((hasDerivAt_id' (0 : ℝ)).const_mul (2 : ℝ)).fun_neg.mul_const x).congr_deriv (by ring)
      have hd : HasDerivAt (fun g => lzKernel g x) (1 / x ^ 2) 0 := by
        refine ((e1.exp.fun_sub e2.exp).div_const (x ^ 3)).congr_deriv ?_
        simp only [neg_zero, zero_mul, mul_zero, Real.exp_zero]
        field_simp
        ring
      have k0 : lzKernel 0 x = 0 := by simp [lzKernel]
      refine hd.tendsto_slope_zero_right.congr fun t => ?_
      simp only [zero_add, k0, sub_zero, smul_eq_mul]
      ring
  rw [ht] at h
  exact h.congr fun g => MeasureTheory.integral_div _ _
```

The two-sided estimate holds for every g > 0, although the lower bound is negative for small g and is then weaker than I(g) ≥ 0. Step `hl` compares the integrals, with `hx3` the cube of x ≤ e^(x−1). Two uses of `exp_tail`, at rates g + 3 and 2g, evaluate the comparison integral, and `key`, `a1`, `a2` carry out the multiplication by g e^g. The upper bound `hu` is the tail at rate g.

```lean
/-- For `g > 0`, `g e^g I(g)` lies between `g/(g+3) - e^{-g}/2` and `1`. -/
theorem lzI_large_bounds {g : ℝ} (hg : 0 < g) :
    g / (g + 3) - exp (-g) / 2 ≤ g * exp g * lzI g ∧ g * exp g * lzI g ≤ 1 := by
  have hg' := hg.ne'
  have h3 : 0 < g + 3 := by linarith
  have h3' := h3.ne'
  have h2 : 0 < 2 * g := by linarith
  have hc := (mul_pos hg (exp_pos g)).le
  constructor
  · have i1 := (exp_neg_integrableOn_Ioi 1 h3).const_mul (exp 3)
    have i2 := exp_neg_integrableOn_Ioi 1 h2
    have hl : ∫ x in Ioi (1 : ℝ), (exp 3 * exp (-(g + 3) * x) - exp (-(2 * g) * x)) ≤ lzI g := by
      refine setIntegral_mono_on (i1.sub i2) (kernel_integrable hg) measurableSet_Ioi ?_
      intro x hx
      have hx0 : (0 : ℝ) < x := one_pos.trans hx
      -- `x ≤ e^{x-1}` turns `1/x³` into an exponential
      have hx3 : x ^ 3 ≤ exp (x - 1) ^ 3 :=
        pow_le_pow_left₀ hx0.le (by linarith [add_one_le_exp (x - 1)]) 3
      have h13 : 1 ≤ x ^ 3 := one_le_pow₀ (le_of_lt hx)
      have h : exp 3 * exp (-(g + 3) * x) * exp (x - 1) ^ 3 = exp (-g * x) := by
        rw [← Real.exp_nat_mul, ← exp_add, ← exp_add]; congr 1; push_cast; ring
      unfold lzKernel
      rw [le_div_iff₀ (pow_pos hx0 3)]
      nlinarith [mul_le_mul_of_nonneg_left hx3 (mul_pos (exp_pos 3) (exp_pos (-(g + 3) * x))).le,
        mul_le_mul_of_nonneg_left h13 (exp_pos (-(2 * g) * x)).le]
    rw [integral_sub i1 i2, MeasureTheory.integral_const_mul, exp_tail h3, exp_tail h2] at hl
    have a1 : exp g * (exp 3 * exp (-(g + 3))) = 1 := by
      rw [← exp_add, ← exp_add, ← exp_zero]; congr 1; ring
    have a2 : exp g * exp (-(2 * g)) = exp (-g) := by rw [← exp_add]; congr 1; ring
    have key : ∀ u v w z : ℝ, g * u * (v * (w / (g + 3)) - z / (2 * g)) =
        g * (u * (v * w)) / (g + 3) - u * z / 2 := by
      intros
      field_simp
    have hm := mul_le_mul_of_nonneg_left hl hc
    rwa [key, a1, a2, mul_one] at hm
  · have hu : lzI g ≤ ∫ x in Ioi (1 : ℝ), exp (-g * x) :=
      setIntegral_mono_on (kernel_integrable hg) (exp_neg_integrableOn_Ioi 1 hg)
        measurableSet_Ioi fun x hx => (kernel_bounds hg hx).2.2.2
    rw [exp_tail hg, exp_neg] at hu
    have he := (exp_pos g).ne'
    exact (mul_le_mul_of_nonneg_left hu hc).trans (le_of_eq (by field_simp))
```

The limit at infinity is a squeeze. The lower bound is rewritten as 1 − 3/(g+3) − e^(−g)/2, which tends to 1 by `t1`, and the upper bound is the constant 1. This is the regime of strong coupling or slow collisions, where σ is asymptotic to 4πR² e^(−g)/g within the straight-line model; both asymptotic forms of σ are read off by combining the limits for I with `crossSection_eq` and are not separate theorems.

```lean
/-- Strong coupling: `g e^g I(g)` tends to `1` as `g` tends to infinity. -/
theorem lzI_large : Tendsto (fun g => g * exp g * lzI g) atTop (𝓝 1) := by
  have t0 : Tendsto (fun g : ℝ => (g + 3)⁻¹) atTop (𝓝 0) :=
    tendsto_inv_atTop_zero.comp (tendsto_atTop_add_const_right _ 3 tendsto_id)
  have t1 : Tendsto (fun g : ℝ => 1 - 3 * (g + 3)⁻¹ - exp (-g) / 2) atTop
      (𝓝 (1 - 3 * 0 - 0 / 2)) :=
    ((t0.const_mul 3).const_sub 1).sub (Real.tendsto_exp_neg_atTop_nhds_zero.div_const 2)
  rw [mul_zero, zero_div, sub_zero, sub_zero] at t1
  refine tendsto_of_tendsto_of_tendsto_of_le_of_le' t1 tendsto_const_nhds ?_ ?_
  · filter_upwards [eventually_gt_atTop (0 : ℝ)] with g hg
    have h3 : g + 3 ≠ 0 := by positivity
    have : 1 - 3 * (g + 3)⁻¹ = g / (g + 3) := by
      field_simp
      ring
    rw [this]
    exact (lzI_large_bounds hg).1
  · filter_upwards [eventually_gt_atTop (0 : ℝ)] with g hg
    exact (lzI_large_bounds hg).2

end

end LandauZenerCrossSection
```

```lean
#print axioms LandauZenerCrossSection.crossSection_eq
#print axioms LandauZenerCrossSection.crossSection_le
#print axioms LandauZenerCrossSection.lzI_small
#print axioms LandauZenerCrossSection.lzI_large
```

```
'LandauZenerCrossSection.crossSection_eq' depends on axioms: [propext, Classical.choice, Quot.sound]
'LandauZenerCrossSection.crossSection_le' depends on axioms: [propext, Classical.choice, Quot.sound]
'LandauZenerCrossSection.lzI_small' depends on axioms: [propext, Classical.choice, Quot.sound]
'LandauZenerCrossSection.lzI_large' depends on axioms: [propext, Classical.choice, Quot.sound]
```
